# Plane waves on the part $[0,a]$ of a unit cell, $0<a<1$: the smallest overlap eigenvalue is positive but tends to zero as the cutoff grows

In the LAPW method, a basis function is a plane wave only in the interstitial region; inside the atomic spheres it is replaced by a combination of radial functions times spherical harmonics. Plane waves are orthonormal over the whole cell, but not over the interstitial alone. A combination concentrated in the spheres can then have almost no interstitial norm. For combinations of plane waves normalised over the whole cell, how small can that norm become as the cutoff grows?

Take a one-dimensional cell of length one with interstitial $[0,a]$.

In Lean 4 with Mathlib:

```lean
import Mathlib

open Matrix Filter
open scoped ComplexConjugate ComplexOrder Topology

namespace InterstitialOverlap

noncomputable section
```

The plane waves are $e_n(x)=e^{2\pi i n x}$, with integer $n$.

```lean
/-- The plane wave `exp(2πinx)` of a unit cell of length one. -/
def planeWave (n : ℤ) (x : ℝ) : ℂ := Complex.exp (2 * Real.pi * Complex.I * n * x)
```

For cutoff $N$, the indices $j,k=0,\dots,2N$ stand for wave numbers $j-N$ and $k-N$. The matrix $S$ has entries $S_{jk}=\int_0^a \overline{e_{j-N}}\,e_{k-N}\,dx$. It is the interstitial part only, whereas $S$ in LAPW texts usually means the full overlap.

```lean
/-- The overlap matrix of the plane waves with wave numbers `-N, …, N`, integrated over `[0,a]`
only; the index `j` stands for the wave number `j - N`. -/
def overlap (a : ℝ) (N : ℕ) : Matrix (Fin (2 * N + 1)) (Fin (2 * N + 1)) ℂ :=
  Matrix.of fun j k => ∫ x in (0 : ℝ)..a,
    conj (planeWave (((j : ℕ) : ℤ) - N) x) * planeWave (((k : ℕ) : ℤ) - N) x
```

Coefficients $c_k$ give the wave function $\psi_c=\sum_k c_k e_{k-N}$.

```lean
/-- The wave function with plane-wave coefficients `c`. -/
def wave (N : ℕ) (c : Fin (2 * N + 1) → ℂ) (x : ℝ) : ℂ :=
  ∑ k, c k * planeWave (((k : ℕ) : ℤ) - N) x
```

Parts (i) and (j) use the unnormalised trial vector $g_k=\binom{2N}{k}(-e^{-i\pi a})^k$.

```lean
/-- Binomial coefficients with phases, the coefficients of a packet centred outside `[0,a]` when
`0 < a < 1` and `N ≥ 1`. -/
def gapPacket (a : ℝ) (N : ℕ) (k : Fin (2 * N + 1)) : ℂ :=
  ((2 * N).choose k : ℂ) * (-Complex.exp (((-(Real.pi * a) : ℝ) : ℂ) * Complex.I)) ^ (k : ℕ)
```

## (a) Continuity of a plane wave

Show that $\lim_{y\to x}e_n(y)=e_n(x)$.

The exponent is linear in $x$ and the exponential is continuous.

```lean
lemma continuous_planeWave (n : ℤ) : Continuous (planeWave n) := by
  unfold planeWave
  fun_prop
```

## (b) Continuity of a wave function

Show that $\lim_{y\to x}\psi_c(y)=\psi_c(x)$.

By (a), $\psi_c$ is a finite sum of continuous functions.

```lean
lemma continuous_wave (N : ℕ) (c : Fin (2 * N + 1) → ℂ) : Continuous (wave N c) :=
  continuous_finsetSum _ fun _ _ => continuous_const.mul (continuous_planeWave _)
```

## (c) Symmetry of the overlap

Show that $\overline{S_{kj}}=S_{jk}$.

Conjugation passes through the integral and exchanges the roles of the two factors:
$$\overline{\int_0^a\overline{e_{k-N}}\,e_{j-N}\,dx}=\int_0^a\overline{e_{j-N}}\,e_{k-N}\,dx.$$

```lean
/-- The overlap matrix is Hermitian. -/
theorem overlap_isHermitian (a : ℝ) (N : ℕ) : (overlap a N).IsHermitian := by
  ext j k
  simp only [conjTranspose_apply, overlap, of_apply, RCLike.star_def]
  rw [intervalIntegral, intervalIntegral, map_sub, ← integral_conj, ← integral_conj]
  simp only [map_mul, Complex.conj_conj, mul_comm]
```

The eigenvalues are therefore real. Let $\lambda_N$ be the smallest; the infimum in `lowestEigenvalue` runs over a finite set, so it is a minimum.

```lean
/-- The smallest eigenvalue of the overlap matrix. -/
def lowestEigenvalue (a : ℝ) (N : ℕ) : ℝ := ⨅ i, (overlap_isHermitian a N).eigenvalues i
```

## (d) The quadratic form as an interstitial norm

Show that $c^\dagger S c=\int_0^a|\psi_c|^2\,dx$.

Expand the density,
$$|\psi_c|^2=\sum_{j,k}\overline{c_j}\,c_k\,\overline{e_{j-N}}\,e_{k-N},$$
and integrate term by term. In the code, `hpt` is this expansion and `hc` supplies the continuity needed to exchange sum and integral.

```lean
/-- The quadratic form of the overlap matrix is the integral of the density over `[0,a]`. -/
theorem overlap_quadratic (a : ℝ) (N : ℕ) (c : Fin (2 * N + 1) → ℂ) :
    star c ⬝ᵥ overlap a N *ᵥ c = ((∫ x in (0 : ℝ)..a, ‖wave N c x‖ ^ 2 : ℝ) : ℂ) := by
  have hpt : ∀ x, ((‖wave N c x‖ ^ 2 : ℝ) : ℂ) = ∑ j, ∑ k, (conj (c j) * c k) *
      (conj (planeWave (((j : ℕ) : ℤ) - N) x) * planeWave (((k : ℕ) : ℤ) - N) x) := by
    intro x
    rw [Complex.ofReal_pow, ← Complex.conj_mul', wave, map_sum, Finset.sum_mul_sum]
    refine Finset.sum_congr rfl fun j _ => Finset.sum_congr rfl fun k _ => ?_
    rw [map_mul]
    ring
  have hc : ∀ j k : Fin (2 * N + 1), Continuous fun x => (conj (c j) * c k) *
      (conj (planeWave (((j : ℕ) : ℤ) - N) x) * planeWave (((k : ℕ) : ℤ) - N) x) :=
    fun j k => continuous_const.mul
      ((Complex.continuous_conj.comp (continuous_planeWave _)).mul (continuous_planeWave _))
  rw [← intervalIntegral.integral_ofReal]
  simp only [hpt]
  rw [intervalIntegral.integral_finsetSum fun j _ =>
    (continuous_finsetSum _ fun k _ => hc j k).intervalIntegrable _ _]
  simp only [dotProduct, mulVec, Finset.mul_sum]
  refine Finset.sum_congr rfl fun j _ => ?_
  rw [intervalIntegral.integral_finsetSum fun k _ => (hc j k).intervalIntegrable _ _]
  refine Finset.sum_congr rfl fun k _ => ?_
  rw [intervalIntegral.integral_const_mul]
  simp only [overlap, of_apply, Pi.star_apply, RCLike.star_def]
  ring
```

## (e) A polynomial in one phase

Show that $\psi_c(x)=e_{-N}(x)\sum_k c_k\,e_1(x)^k$.

Use $e_{k-N}=e_{-N}\,e_1^k$ in each term.

```lean
lemma wave_factor (N : ℕ) (c : Fin (2 * N + 1) → ℂ) (x : ℝ) :
    wave N c x = planeWave (-N) x * ∑ k, c k * planeWave 1 x ^ (k : ℕ) := by
  rw [wave, Finset.mul_sum]
  refine Finset.sum_congr rfl fun k _ => ?_
  have h : planeWave (((k : ℕ) : ℤ) - N) x = planeWave (-N) x * planeWave 1 x ^ (k : ℕ) := by
    unfold planeWave
    rw [← Complex.exp_nat_mul, ← Complex.exp_add]
    congr 1
    push_cast
    ring
  rw [h]
  ring
```

## (f) Linear independence on the interstitial

Let $a>0$. Show that $\psi_c=0$ on $[0,a]$ implies $c=0$.

Put $d=\dfrac{a}{(1+a)(2N+1)}$ and $x_j=jd$. Since $(2N+1)d=a/(1+a)$ is at most $a$ and less than 1, all $x_j$ lie in both $[0,a]$ and $[0,1)$. The phases $z_j=e_1(x_j)$ are therefore distinct (`hinj`). As $e_{-N}$ never vanishes, (e) gives $\sum_k c_k z_j^k=0$ for all $2N+1$ values of $j$. This Vandermonde system has nonzero determinant, so $c=0$.

```lean
/-- For `a > 0`, a finite combination of plane waves that vanishes on `[0,a]` has only zero
coefficients. -/
theorem coeff_eq_zero {a : ℝ} (ha : 0 < a) (N : ℕ) (c : Fin (2 * N + 1) → ℂ)
    (h : ∀ x ∈ Set.Icc 0 a, wave N c x = 0) : c = 0 := by
  -- sample at `2N+1` equidistant points inside both `[0,a]` and `[0,1)`
  obtain ⟨d, hd, hda, hd1⟩ : ∃ d : ℝ, 0 < d ∧ d * (2 * N + 1) ≤ a ∧ d * (2 * N + 1) < 1 := by
    have e : a / ((1 + a) * (2 * N + 1)) * (2 * N + 1) * (1 + a) = a := by field_simp
    have p : 0 < a / ((1 + a) * (2 * N + 1)) * (2 * (N : ℝ) + 1) := by positivity
    exact ⟨a / ((1 + a) * (2 * N + 1)), by positivity, by nlinarith, by nlinarith⟩
  have hp : ∀ j : Fin (2 * N + 1), 0 ≤ d * (j : ℕ) ∧ d * (j : ℕ) < d * (2 * N + 1) := by
    intro j
    have hj : ((j : ℕ) : ℝ) < 2 * N + 1 := by exact_mod_cast j.isLt
    exact ⟨by positivity, mul_lt_mul_of_pos_left hj hd⟩
  have hinj : Function.Injective fun j : Fin (2 * N + 1) => planeWave 1 (d * (j : ℕ)) := by
    intro j k hjk
    obtain ⟨n, hn⟩ := Complex.exp_eq_exp_iff_exists_int.1 hjk
    have h1 : ((d * (j : ℕ) : ℝ) : ℂ) = ((d * (k : ℕ) + n : ℝ) : ℂ) := by
      apply mul_left_cancel₀ Complex.two_pi_I_ne_zero
      push_cast at hn ⊢
      linear_combination hn
    have h2 : d * (j : ℕ) = d * (k : ℕ) + n := Complex.ofReal_injective h1
    have u : (n : ℝ) < 1 := by linarith [(hp j).2, (hp k).1]
    have l : (-1 : ℝ) < n := by linarith [(hp k).2, (hp j).1]
    have u' : n < 1 := by exact_mod_cast u
    have l' : -1 < n := by exact_mod_cast l
    have n0 : n = 0 := by omega
    rw [n0, Int.cast_zero, add_zero] at h2
    exact Fin.ext (Nat.cast_injective (mul_left_cancel₀ hd.ne' h2))
  -- the sampled values form a Vandermonde system
  refine Matrix.eq_zero_of_mulVec_eq_zero (Matrix.det_vandermonde_ne_zero_iff.2 hinj)
    (funext fun j => ?_)
  have h0 := h (d * (j : ℕ)) ⟨(hp j).1, (hp j).2.le.trans hda⟩
  rw [wave_factor] at h0
  have h1 := (mul_eq_zero.1 h0).resolve_left (Complex.exp_ne_zero _)
  simp only [mulVec, dotProduct, vandermonde_apply, Pi.zero_apply]
  rw [← h1]
  exact Finset.sum_congr rfl fun k _ => mul_comm _ _
```

## (g) Positivity at every cutoff

Let $a>0$. Show that $\lambda_N>0$.

If $c\ne0$, then by (f) the continuous density $|\psi_c|^2$ is positive somewhere on $[0,a]$, so its integral is positive. By (d), $S$ is positive definite (`hS`), and all its eigenvalues are positive.

```lean
/-- For `a > 0` the smallest eigenvalue of the overlap matrix is positive at every cutoff. -/
theorem lowestEigenvalue_pos {a : ℝ} (ha : 0 < a) (N : ℕ) : 0 < lowestEigenvalue a N := by
  have hS : (overlap a N).PosDef := by
    refine Matrix.posDef_iff_dotProduct_mulVec.2 ⟨overlap_isHermitian a N, fun c hc => ?_⟩
    rw [overlap_quadratic]
    have hpos : 0 < ∫ x in (0 : ℝ)..a, ‖wave N c x‖ ^ 2 := by
      refine intervalIntegral.integral_pos ha ((continuous_wave N c).norm.pow 2).continuousOn
        (fun x _ => by positivity) ?_
      by_contra hne
      refine hc (coeff_eq_zero ha N c fun x hx => ?_)
      by_contra hx0
      exact hne ⟨x, hx, pow_pos (norm_pos_iff.2 hx0) 2⟩
    exact_mod_cast hpos
  obtain ⟨i, hi⟩ := exists_eq_ciInf_of_finite (f := (overlap_isHermitian a N).eigenvalues)
  rw [lowestEigenvalue, ← hi]
  exact hS.eigenvalues_pos i
```

## (h) The Rayleigh bound

For a finite Hermitian matrix $A$ with smallest eigenvalue $\lambda_{\min}$, show that $\lambda_{\min}\,c^\dagger c\le c^\dagger A c$.

With orthonormal eigenvectors $b_i$, eigenvalues $\lambda_i$ and $\alpha_i=b_i^\dagger c$,
$$c^\dagger A c=\sum_i\lambda_i|\alpha_i|^2\ge\lambda_{\min}\sum_i|\alpha_i|^2=\lambda_{\min}\,c^\dagger c.$$
The two expansions are `hy` and `hx`; `key` is $b_i^\dagger Ac=\lambda_i\alpha_i$. The real parts in the statement only turn complex-typed numbers into real ones.

```lean
/-- Rayleigh principle: the smallest eigenvalue of a Hermitian matrix times the squared norm of a
trial vector `c` is at most the quadratic form `c†Ac`. -/
theorem rayleigh {n : Type*} [Fintype n] [DecidableEq n] {A : Matrix n n ℂ}
    (hA : A.IsHermitian) (c : n → ℂ) :
    (⨅ i, hA.eigenvalues i) * (star c ⬝ᵥ c).re ≤ (star c ⬝ᵥ A *ᵥ c).re := by
  have h : ∀ u v : EuclideanSpace ℂ n, inner ℂ u v = star u.ofLp ⬝ᵥ v.ofLp := by
    intro u v
    rw [EuclideanSpace.inner_eq_star_dotProduct, dotProduct_comm]
  let b := hA.eigenvectorBasis
  let x : EuclideanSpace ℂ n := WithLp.toLp 2 c
  let y : EuclideanSpace ℂ n := WithLp.toLp 2 (A *ᵥ c)
  have key : ∀ i, inner ℂ (b i) y = (hA.eigenvalues i : ℂ) * inner ℂ (b i) x := by
    intro i
    have e : star (b i).ofLp ᵥ* A = star (A *ᵥ (b i).ofLp) := by
      rw [Matrix.star_mulVec, hA.eq]
    rw [h, h]
    change star (b i).ofLp ⬝ᵥ A *ᵥ c = _ * (star (b i).ofLp ⬝ᵥ c)
    rw [Matrix.dotProduct_mulVec, e, hA.mulVec_eigenvectorBasis, star_smul, smul_dotProduct,
      star_trivial, Complex.real_smul]
  -- expand the squared norm and the quadratic form in the eigenvector basis
  have hx : (star c ⬝ᵥ c).re = ∑ i, Complex.normSq (inner ℂ (b i) x) := by
    rw [← h x x, ← b.sum_inner_mul_inner x x, Complex.re_sum]
    refine Finset.sum_congr rfl fun i _ => ?_
    rw [← inner_conj_symm x (b i), ← Complex.normSq_eq_conj_mul_self, Complex.ofReal_re]
  have hy : (star c ⬝ᵥ A *ᵥ c).re =
      ∑ i, hA.eigenvalues i * Complex.normSq (inner ℂ (b i) x) := by
    rw [← h x y, ← b.sum_inner_mul_inner x y, Complex.re_sum]
    refine Finset.sum_congr rfl fun i _ => ?_
    rw [key, ← inner_conj_symm x (b i), mul_left_comm, ← Complex.normSq_eq_conj_mul_self,
      ← Complex.ofReal_mul, Complex.ofReal_re]
  rw [hx, hy, Finset.mul_sum]
  exact Finset.sum_le_sum fun i _ => mul_le_mul_of_nonneg_right
    (ciInf_le (Set.finite_range _).bddBelow i) (Complex.normSq_nonneg _)
```

## (i) The density of the trial packet

Show that $|\psi_g(x)|^2=\bigl(4\sin^2 p\bigr)^{2N}$ with $p=\pi(x-a/2)$.

By (e) and the binomial theorem (`hs`),
$$|\psi_g|=\Bigl|\sum_k\tbinom{2N}{k}(-e^{2ip})^k\Bigr|=|1-e^{2ip}|^{2N},$$
and $|1-e^{2ip}|^2=2-2\cos 2p=4\sin^2p$ (`h2`). For the normalised vector, divide the density by $g^\dagger g=\sum_k\binom{2N}{k}^2=\binom{4N}{2N}$.

```lean
/-- The density of the packet is `(4 sin²(π(x - a/2)))^(2N)`. -/
theorem gapPacket_density (a : ℝ) (N : ℕ) (x : ℝ) :
    ‖wave N (gapPacket a N) x‖ ^ 2 = (4 * Real.sin (Real.pi * (x - a / 2)) ^ 2) ^ (2 * N) := by
  set p := Real.pi * (x - a / 2) with hp
  have hw : -Complex.exp (((-(Real.pi * a) : ℝ) : ℂ) * Complex.I) * planeWave 1 x =
      -Complex.exp (((2 * p : ℝ) : ℂ) * Complex.I) := by
    rw [planeWave, neg_mul, ← Complex.exp_add, hp]
    congr 2
    push_cast
    ring
  -- the binomial theorem sums the packet
  have hs : ∑ k, gapPacket a N k * planeWave 1 x ^ (k : ℕ) =
      (-Complex.exp (((2 * p : ℝ) : ℂ) * Complex.I) + 1) ^ (2 * N) := by
    rw [add_pow, Finset.sum_range]
    refine Finset.sum_congr rfl fun k _ => ?_
    rw [← hw, gapPacket, mul_pow, one_pow]
    ring
  have h1 : ‖planeWave (-N) x‖ = 1 := by
    have e : planeWave (-N) x =
        Complex.exp (((-(2 * Real.pi * N * x) : ℝ) : ℂ) * Complex.I) := by
      unfold planeWave
      congr 1
      push_cast
      ring
    rw [e, Complex.norm_exp_ofReal_mul_I]
  have h2 : ‖-Complex.exp (((2 * p : ℝ) : ℂ) * Complex.I) + 1‖ ^ 2 = 4 * Real.sin p ^ 2 := by
    rw [← Complex.normSq_eq_norm_sq, Complex.normSq_apply]
    simp only [Complex.add_re, Complex.add_im, Complex.neg_re, Complex.neg_im, Complex.one_re,
      Complex.one_im, Complex.exp_ofReal_mul_I_re, Complex.exp_ofReal_mul_I_im]
    rw [Real.cos_two_mul, Real.sin_two_mul]
    linear_combination (4 * Real.cos p ^ 2 - 4) * Real.sin_sq_add_cos_sq p
  rw [wave_factor, hs, norm_mul, h1, one_mul, norm_pow, ← h2, ← pow_mul, ← pow_mul,
    mul_comm (2 * N) 2]
```

## (j) An explicit upper bound

Let $0<a\le1$ and $s=\sin(\pi a/2)$. Show that $\lambda_N\le(2N+1)\,a\,s^{4N}$.

On $[0,a]$ we have $|p|\le\pi a/2\le\pi/2$, so $\sin^2p\le s^2$ and (`hI`)
$$\int_0^a|\psi_g|^2dx\le a(4s^2)^{2N}=a\,2^{4N}s^{4N}.$$
Cauchy–Schwarz (`hC`), with $\sum_k\binom{2N}{k}=2^{2N}$ (`hB`), gives $2^{4N}\le(2N+1)\,g^\dagger g$. Since $\lambda_N>0$, (h) and (d) yield
$$2^{4N}\lambda_N\le(2N+1)\lambda_N\,g^\dagger g\le(2N+1)\,a\,2^{4N}s^{4N}.$$
Divide by $2^{4N}$.

```lean
/-- For `0 < a ≤ 1` the smallest overlap eigenvalue is at most `(2N+1) a sin(πa/2)^(4N)`. -/
theorem lowestEigenvalue_le {a : ℝ} (ha : 0 < a) (ha1 : a ≤ 1) (N : ℕ) :
    lowestEigenvalue a N ≤ (2 * N + 1) * a * Real.sin (Real.pi * a / 2) ^ (4 * N) := by
  set s := Real.sin (Real.pi * a / 2) with hs
  have hpi := Real.pi_pos
  have hR := rayleigh (overlap_isHermitian a N) (gapPacket a N)
  rw [overlap_quadratic, Complex.ofReal_re] at hR
  -- bound the integral of the packet's density over `[0,a]` from above
  have hI : ∫ x in (0 : ℝ)..a, ‖wave N (gapPacket a N) x‖ ^ 2 ≤ a * (4 * s ^ 2) ^ (2 * N) := by
    have hm : ∫ x in (0 : ℝ)..a, ‖wave N (gapPacket a N) x‖ ^ 2 ≤
        ∫ _x in (0 : ℝ)..a, (4 * s ^ 2) ^ (2 * N) := by
      refine intervalIntegral.integral_mono_on ha.le
        (((continuous_wave N _).norm.pow 2).intervalIntegrable _ _)
        (continuous_const.intervalIntegrable _ _) fun x hx => ?_
      rw [gapPacket_density]
      have hsq : Real.sin (Real.pi * (x - a / 2)) ^ 2 ≤ s ^ 2 := by
        apply sq_le_sq'
        · rw [hs, ← Real.sin_neg]
          apply Real.sin_le_sin_of_le_of_le_pi_div_two <;> nlinarith [hx.1, hx.2]
        · apply Real.sin_le_sin_of_le_of_le_pi_div_two <;> nlinarith [hx.1, hx.2]
      gcongr
    simpa using hm
  -- bound the squared norm of its coefficients from below
  have hT : (star (gapPacket a N) ⬝ᵥ gapPacket a N).re =
      ∑ k : Fin (2 * N + 1), ((2 * N).choose k : ℝ) ^ 2 := by
    rw [dotProduct, Complex.re_sum]
    refine Finset.sum_congr rfl fun k _ => ?_
    rw [Pi.star_apply, RCLike.star_def, ← Complex.normSq_eq_conj_mul_self, Complex.ofReal_re,
      Complex.normSq_eq_norm_sq, gapPacket, norm_mul, norm_pow, norm_neg,
      Complex.norm_exp_ofReal_mul_I, one_pow, mul_one, Complex.norm_natCast]
  have hB : ∑ k : Fin (2 * N + 1), ((2 * N).choose k : ℝ) = 2 ^ (2 * N) := by
    rw [← Finset.sum_range (fun k => ((2 * N).choose k : ℝ))]
    exact_mod_cast Nat.sum_range_choose (2 * N)
  have hC := sq_sum_le_card_mul_sum_sq (s := Finset.univ)
    (f := fun k : Fin (2 * N + 1) => ((2 * N).choose k : ℝ))
  rw [hB, Finset.card_univ, Fintype.card_fin] at hC
  push_cast at hC
  rw [hT] at hR
  have hP : (4 * s ^ 2) ^ (2 * N) = ((2 : ℝ) ^ (2 * N)) ^ 2 * s ^ (4 * N) := by
    rw [mul_pow, ← pow_mul, ← pow_mul, show (4 : ℝ) = 2 ^ 2 by norm_num, ← pow_mul]
    ring
  rw [hP] at hI
  have hpos : (0 : ℝ) < ((2 : ℝ) ^ (2 * N)) ^ 2 := by positivity
  refine le_of_mul_le_mul_right ?_ hpos
  calc lowestEigenvalue a N * ((2 : ℝ) ^ (2 * N)) ^ 2
      ≤ lowestEigenvalue a N *
          ((2 * N + 1) * ∑ k : Fin (2 * N + 1), ((2 * N).choose k : ℝ) ^ 2) :=
        mul_le_mul_of_nonneg_left hC (lowestEigenvalue_pos ha N).le
    _ = (2 * N + 1) * (lowestEigenvalue a N *
          ∑ k : Fin (2 * N + 1), ((2 * N).choose k : ℝ) ^ 2) := by ring
    _ ≤ (2 * N + 1) * (a * (((2 : ℝ) ^ (2 * N)) ^ 2 * s ^ (4 * N))) :=
        mul_le_mul_of_nonneg_left (hR.trans hI) (by positivity)
    _ = (2 * N + 1) * a * s ^ (4 * N) * ((2 : ℝ) ^ (2 * N)) ^ 2 := by ring
```

## (k) The limit of large cutoff

Let $0<a<1$. Show that $\lambda_N>0$ for every $N$ and $\lim_{N\to\infty}\lambda_N=0$.

Positivity is (g). Now $0\le s<1$, so $q=s^4<1$ and
$$0<\lambda_N\le 2a\,Nq^N+a\,q^N\to0.$$
`squeeze_zero` closes the argument. The condition $a<1$ cannot be relaxed to $a\le1$: at $a=1$, orthonormality makes $S$ the identity.

```lean
/-- For `0 < a < 1` the smallest eigenvalue of the plane-wave overlap on `[0,a]` is positive at
every cutoff `N` and tends to zero as `N` tends to infinity. -/
theorem overlap_near_singular {a : ℝ} (ha : 0 < a) (ha1 : a < 1) :
    (∀ N, 0 < lowestEigenvalue a N) ∧ Tendsto (lowestEigenvalue a) atTop (𝓝 0) := by
  refine ⟨lowestEigenvalue_pos ha, ?_⟩
  have hpi := Real.pi_pos
  have s0 : 0 ≤ Real.sin (Real.pi * a / 2) :=
    Real.sin_nonneg_of_nonneg_of_le_pi (by positivity) (by nlinarith)
  have s1 : Real.sin (Real.pi * a / 2) < 1 := by
    rw [← Real.sin_pi_div_two]
    apply Real.sin_lt_sin_of_lt_of_le_pi_div_two <;> nlinarith
  have r0 : 0 ≤ Real.sin (Real.pi * a / 2) ^ 4 := by positivity
  have r1 : Real.sin (Real.pi * a / 2) ^ 4 < 1 := pow_lt_one₀ s0 s1 (by norm_num)
  -- exponential decay beats the linear prefactor
  have hlim := ((tendsto_self_mul_const_pow_of_lt_one r0 r1).const_mul (2 * a)).add
    ((tendsto_pow_atTop_nhds_zero_of_lt_one r0 r1).const_mul a)
  simp only [mul_zero, add_zero] at hlim
  refine squeeze_zero (fun N => (lowestEigenvalue_pos ha N).le) (fun N => ?_) hlim
  refine (lowestEigenvalue_le ha ha1.le N).trans (le_of_eq ?_)
  rw [pow_mul]
  ring

end

end InterstitialOverlap
```

```lean
#print axioms InterstitialOverlap.overlap_near_singular
```

```
'InterstitialOverlap.overlap_near_singular' depends on axioms: [propext, Classical.choice, Quot.sound]
```

The result shows that this one-dimensional interstitial block becomes ill-conditioned as the cutoff grows: its largest eigenvalue is at least the mean eigenvalue $a$, while its smallest tends to zero. To carry this over to a full LAPW overlap, one must also show that the sphere contribution of such a packet is small relative to $c^\dagger c$; that contribution is absent here and can raise the smallest eigenvalue.
